# The nine-point Mehrstellen stencil equals $\Delta p+\frac{h^2}{12}\Delta\Delta p$ on polynomials of degree at most five

Let $p$ be a real polynomial in $x$ and $y$ of total degree at most 5, and let $h\neq 0$. Add the values of $p$ at the four corners $(x\pm h,y\pm h)$, four times its values at the four edge neighbours $(x\pm h,y)$ and $(x,y\pm h)$, and $-20$ times its value at the centre $(x,y)$, and divide by $6h^2$. The result is exactly

$$\Delta p(x,y)+\frac{h^2}{12}\,\Delta\Delta p(x,y),\qquad \Delta=\partial_x^2+\partial_y^2 .$$

The correction is isotropic: $\Delta\Delta$ has the same form in every rotated coordinate system, although the grid has preferred axes.

The Laplacian appears in the kinetic energy operator and in the Poisson equation for an electrostatic potential. For such problems on a uniform two-dimensional grid, the identity gives the local error of this stencil on polynomials of low degree; it says nothing about boundary conditions or the convergence of a solver.

```lean
import Mathlib

open MvPolynomial

namespace MehrstellenStencil

noncomputable section
```

## Polynomials, point values and the stencil

A polynomial is an element of `MvPolynomial (Fin 2) ℝ`. The variable `X 0` is $x$ and `X 1` is $y$, so `pderiv 0` and `pderiv 1` are $\partial_x$ and $\partial_y$. These derivatives are algebraic operations on polynomials, with no limits involved. The Laplacian is the sum of the two repeated derivatives and is again a polynomial.

```lean
/-- The Laplacian of a real polynomial in the two coordinates x and y. -/
def lap (p : MvPolynomial (Fin 2) ℝ) : MvPolynomial (Fin 2) ℝ :=
  pderiv 0 (pderiv 0 p) + pderiv 1 (pderiv 1 p)
```

The stencil needs numbers, which are obtained by inserting a point into the polynomial. The function `sample p` sends $x$ and $y$ to $p(x,y)$.

```lean
/-- The value of a polynomial at the point (x, y). -/
def sample (p : MvPolynomial (Fin 2) ℝ) (x y : ℝ) : ℝ :=
  eval ![x, y] p
```

For any function $u$ of two real variables, write $K$ for the sum of its four corner values and $E$ for the sum of its four edge values. The stencil is

$$S_hu(x,y)=\frac{K+4E-20\,u(x,y)}{6h^2}.$$

In `mehrstellen` the function $u$ is arbitrary, so the stencil sees a polynomial only through its values at nine points. Both directions use the same spacing. The sign of $h$ is irrelevant, because replacing $h$ by $-h$ merely permutes the neighbours.

```lean
/-- The nine-point Mehrstellen stencil with grid spacing h ≠ 0, applied to a function u
at the point (x, y). -/
def mehrstellen (h : ℝ) (u : ℝ → ℝ → ℝ) (x y : ℝ) : ℝ :=
  (u (x + h) (y + h) + u (x + h) (y - h) + u (x - h) (y + h) + u (x - h) (y - h)
    + 4 * (u (x + h) y + u (x - h) y + u x (y + h) + u x (y - h))
    - 20 * u x y) / (6 * h ^ 2)
```

## Reduction to monomials

Everything in the claimed identity is linear in $p$. The part of linearity that is needed is additivity, first for the Laplacian:

$$\Delta(p+q)=\Delta p+\Delta q .$$

```lean
/-- The Laplacian is additive. -/
theorem lap_add (p q : MvPolynomial (Fin 2) ℝ) : lap (p + q) = lap p + lap q := by
  simp only [lap, map_add]
  ring
```

Point values are additive as well: $(p+q)(x,y)=p(x,y)+q(x,y)$.

```lean
/-- Point values are additive. -/
theorem sample_add (p q : MvPolynomial (Fin 2) ℝ) (x y : ℝ) :
    sample (p + q) x y = sample p x y + sample q x y := by
  simp only [sample, map_add]
```

It therefore suffices to treat single terms $c\,x^ay^b$ with a real coefficient $c$ and natural exponents $a,b$. In Lean such a term is `C c * X 0 ^ a * X 1 ^ b`, and its value at a point is the expected number.

```lean
/-- The monomial with coefficient c and exponents a, b has the value c xᵃ yᵇ at (x, y). -/
theorem sample_monomial (c : ℝ) (a b : ℕ) (x y : ℝ) :
    sample (C c * X 0 ^ a * X 1 ^ b) x y = c * x ^ a * y ^ b := by
  simp [sample]
```

Its $x$-derivative follows from the product rule. The constant and the power of $y$ contribute nothing, which leaves

$$\partial_x(c\,x^ay^b)=ca\,x^{a-1}y^b .$$

For $a=0$ both sides are zero: the left one because the term does not contain $x$, the right one because of the factor $a$ (Lean sets the natural-number difference $0-1$ to $0$, so the power is still defined). The proof applies the product and power rules, together with $\partial_x x=1$ and $\partial_x y=0$, and `ring` collects the factors.

```lean
/-- The power rule for the x-derivative of a monomial. -/
theorem pderiv_x (c : ℝ) (a b : ℕ) :
    pderiv (0 : Fin 2) (C c * X 0 ^ a * X 1 ^ b)
      = C (c * (a : ℝ)) * X 0 ^ (a - 1) * X 1 ^ b := by
  rw [pderiv_mul, pderiv_mul, pderiv_C, pderiv_pow, pderiv_pow, pderiv_X_self,
    pderiv_X_of_ne (show (1 : Fin 2) ≠ 0 by decide)]
  simp only [map_mul, map_natCast]
  ring
```

In the same way, $\partial_y(c\,x^ay^b)=cb\,x^ay^{b-1}$.

```lean
/-- The power rule for the y-derivative of a monomial. -/
theorem pderiv_y (c : ℝ) (a b : ℕ) :
    pderiv (1 : Fin 2) (C c * X 0 ^ a * X 1 ^ b)
      = C (c * (b : ℝ)) * X 0 ^ a * X 1 ^ (b - 1) := by
  rw [pderiv_mul, pderiv_mul, pderiv_C, pderiv_pow, pderiv_pow, pderiv_X_self,
    pderiv_X_of_ne (show (0 : Fin 2) ≠ 1 by decide)]
  simp only [map_mul, map_natCast]
  ring
```

Now let $P$ be a property of polynomials that passes from $p$ and $q$ to $p+q$ and that holds for every $c\,x^ay^b$ with $a+b\le n$. A polynomial of total degree at most $n$ is a finite sum of such terms, so it has the property too. The zero polynomial, which is the empty sum, is covered by the choice $c=a=b=0$.

The proof follows this argument. `p.as_sum` writes $p$ as the sum of its terms, and `Finset.sum_induction` adds them up. `le_totalDegree` bounds the exponent sum of each term by the degree of $p$, and the remaining rewriting brings the term into the form $c\,x^ay^b$.

```lean
/-- A property that is preserved by sums and holds for all monomials of degree at most n
holds for all polynomials of total degree at most n. -/
theorem of_monomials {n : ℕ} {P : MvPolynomial (Fin 2) ℝ → Prop}
    (hadd : ∀ p q, P p → P q → P (p + q))
    (hmon : ∀ (c : ℝ) (a b : ℕ), a + b ≤ n → P (C c * X 0 ^ a * X 1 ^ b))
    {p : MvPolynomial (Fin 2) ℝ} (hp : p.totalDegree ≤ n) : P p := by
  have h0 : P 0 := by simpa using hmon 0 0 0 (Nat.zero_le _)
  rw [p.as_sum]
  refine Finset.sum_induction _ P hadd h0 (fun s hs => ?_)
  -- the two exponents of a term add up to at most the total degree
  have hdeg := le_totalDegree hs
  rw [Finsupp.sum_fintype _ _ (fun _ => rfl), Fin.sum_univ_two] at hdeg
  rw [monomial_eq, Finsupp.prod_fintype _ _ (fun _ => pow_zero _), Fin.prod_univ_two,
    ← mul_assoc]
  exact hmon _ _ _ (hdeg.trans hp)
```

## The isotropic correction up to degree five

By hand, the quickest route is a Taylor expansion about $(x,y)$, which terminates for a polynomial. Odd powers of $h$ cancel between opposite neighbours. Sixth derivatives vanish when the degree is at most 5, so

$$E=4p+h^2\Delta p+\frac{h^4}{12}(\partial_x^4+\partial_y^4)p,$$

$$K=4p+2h^2\Delta p+\frac{h^4}{6}(\partial_x^4+\partial_y^4)p+h^4\,\partial_x^2\partial_y^2p .$$

In the combination $K+4E-20p$ the terms without $h$ cancel, since $4+16-20=0$. The terms in $h^2$ add up to $6h^2\Delta p$. The fourth derivatives combine to

$$h^4\left[\left(\tfrac16+\tfrac13\right)(\partial_x^4+\partial_y^4)+\partial_x^2\partial_y^2\right]p=\frac{h^4}{2}\left(\partial_x^4+2\partial_x^2\partial_y^2+\partial_y^4\right)p=\frac{h^4}{2}\,\Delta\Delta p .$$

The corners supply the mixed derivative in exactly the proportion that completes the square of $\Delta$. Division by $6h^2$ gives

$$S_hp=\Delta p+\frac{h^2}{12}\,\Delta\Delta p .$$

The formal proof reaches the same identity through monomials instead of a Taylor expansion. For $p=x^4$, for example,

$$K=4x^4+24h^2x^2+4h^4,\qquad E=4x^4+12h^2x^2+2h^4,$$

and hence $K+4E-20x^4=72h^2x^2+12h^4$. The right-hand side, multiplied by $6h^2$, is

$$6h^2\left(12x^2+\tfrac{h^2}{12}\cdot 24\right)=72h^2x^2+12h^4 .$$

There are 21 exponent pairs with $a+b\le5$. In the code, `linear_combination hP + hQ` is the additivity step, `div_eq_iff h6` multiplies by $6h^2$, `interval_cases` lists the exponent pairs, and `ring` compares the two sides for each pair, with $c$, $x$, $y$ and $h$ left general.

The hypothesis `hp` is the degree bound, and `hh` states that the spacing is nonzero. At $h=0$ the formula fails for $p=x^2$: Lean sets the quotient $0/0$ to zero, whereas $\Delta p=2$ and $\Delta\Delta p=0$.

```lean
/-- For h ≠ 0 and every polynomial p of total degree at most 5, the Mehrstellen stencil
gives exactly Δp + (h²/12) ΔΔp at every point. -/
theorem mehrstellen_eq {h : ℝ} (hh : h ≠ 0) {p : MvPolynomial (Fin 2) ℝ}
    (hp : p.totalDegree ≤ 5) (x y : ℝ) :
    mehrstellen h (sample p) x y
      = sample (lap p) x y + h ^ 2 / 12 * sample (lap (lap p)) x y := by
  have h6 : 6 * h ^ 2 ≠ 0 := by positivity
  refine of_monomials (P := fun p => mehrstellen h (sample p) x y
    = sample (lap p) x y + h ^ 2 / 12 * sample (lap (lap p)) x y)
    (fun p q hP hQ => ?_) (fun c a b hab => ?_) hp
  · simp only [mehrstellen, lap_add, sample_add] at hP hQ ⊢
    linear_combination hP + hQ
  · simp only [mehrstellen, lap, map_add, pderiv_x, pderiv_y, sample_add, sample_monomial]
    rw [div_eq_iff h6]
    -- the monomials of degree at most 5, one by one
    have ha : a ≤ 5 := by omega
    have hb : b ≤ 5 - a := by omega
    clear hab
    interval_cases a <;> interval_cases b <;> ring
```

For a general smooth function the Taylor series need not terminate, and an error bound would require a remainder estimate that this development does not contain.

## A compact scheme for the Poisson equation

Suppose that $\Delta p=f$. The correction then involves only the source, because $\Delta\Delta p=\Delta f$. It can be expressed through values of $f$ on the grid. Since $p$ has degree at most 5, $f$ has degree at most 3, its fourth derivatives vanish, and the sum of its four edge values is $4f+h^2\Delta f$. Therefore

$$\frac{8f(x,y)+f(x+h,y)+f(x-h,y)+f(x,y+h)+f(x,y-h)}{12}=f+\frac{h^2}{12}\Delta f=S_hp .$$

In a Poisson problem $f$ is given and the values of $p$ are sought. The theorem says that a polynomial solution of degree at most 5 satisfies these discrete equations exactly. It does not address whether a discrete system with boundary data has a unique solution.

The hypothesis `hf` is the Poisson equation as an identity between polynomials, with the sign convention $\Delta p=f$; for an electrostatic potential in Gaussian units, $f=-4\pi\rho$ with the charge density $\rho$. The proof substitutes $\Delta p$ for $f$ and checks the monomials directly, without passing through the previous theorem.

```lean
/-- Compact scheme for the Poisson equation Δp = f: for h ≠ 0 and p of total degree at
most 5, the stencil applied to p equals the average of f with weight 8/12 at the centre
and 1/12 at each of the four edge neighbours. -/
theorem poisson_compact {h : ℝ} (hh : h ≠ 0) {p f : MvPolynomial (Fin 2) ℝ}
    (hp : p.totalDegree ≤ 5) (hf : lap p = f) (x y : ℝ) :
    mehrstellen h (sample p) x y
      = (8 * sample f x y + sample f (x + h) y + sample f (x - h) y
          + sample f x (y + h) + sample f x (y - h)) / 12 := by
  have h6 : 6 * h ^ 2 ≠ 0 := by positivity
  rw [← hf]
  refine of_monomials (P := fun p => mehrstellen h (sample p) x y
    = (8 * sample (lap p) x y + sample (lap p) (x + h) y + sample (lap p) (x - h) y
        + sample (lap p) x (y + h) + sample (lap p) x (y - h)) / 12)
    (fun p q hP hQ => ?_) (fun c a b hab => ?_) hp
  · simp only [mehrstellen, lap_add, sample_add] at hP hQ ⊢
    linear_combination hP + hQ
  · simp only [mehrstellen, lap, pderiv_x, pderiv_y, sample_add, sample_monomial]
    rw [div_eq_iff h6]
    have ha : a ≤ 5 := by omega
    have hb : b ≤ 5 - a := by omega
    clear hab
    interval_cases a <;> interval_cases b <;> ring
```

## The next term and harmonic polynomials

For degrees up to 7 the sixth derivatives have to be kept. They contribute

$$\frac{h^6}{360}(\partial_x^6+\partial_y^6)p$$

to $E$, and

$$h^6\left[\frac1{180}(\partial_x^6+\partial_y^6)+\frac1{12}(\partial_x^4\partial_y^2+\partial_x^2\partial_y^4)\right]p$$

to $K$. After the weights and the division by $6h^2$, the additional term in $S_hp$ is

$$\frac{h^4}{360}\left[\partial_x^6+\partial_y^6+5(\partial_x^4\partial_y^2+\partial_x^2\partial_y^4)\right]p .$$

Now $\Delta^3=\partial_x^6+3\partial_x^4\partial_y^2+3\partial_x^2\partial_y^4+\partial_y^6$, and $2\partial_x^2\partial_y^2\Delta$ supplies the two missing copies of each mixed derivative. The term is therefore

$$\frac{h^4}{360}\left(\Delta\Delta+2\partial_x^2\partial_y^2\right)\Delta p .$$

The part with $\partial_x^2\partial_y^2$ depends on the orientation of the axes, so isotropy is lost at this order. The formal proof has the same structure as before, now with 36 exponent pairs.

```lean
/-- For h ≠ 0 and total degree at most 7, the expansion of the stencil has one further
term, (h⁴/360) (ΔΔ + 2 ∂x²∂y²) Δp. -/
theorem mehrstellen_eq_seven {h : ℝ} (hh : h ≠ 0) {p : MvPolynomial (Fin 2) ℝ}
    (hp : p.totalDegree ≤ 7) (x y : ℝ) :
    mehrstellen h (sample p) x y
      = sample (lap p) x y + h ^ 2 / 12 * sample (lap (lap p)) x y
        + h ^ 4 / 360 * (sample (lap (lap (lap p))) x y
          + 2 * sample (pderiv 0 (pderiv 0 (pderiv 1 (pderiv 1 (lap p))))) x y) := by
  have h6 : 6 * h ^ 2 ≠ 0 := by positivity
  refine of_monomials (P := fun p => mehrstellen h (sample p) x y
    = sample (lap p) x y + h ^ 2 / 12 * sample (lap (lap p)) x y
      + h ^ 4 / 360 * (sample (lap (lap (lap p))) x y
        + 2 * sample (pderiv 0 (pderiv 0 (pderiv 1 (pderiv 1 (lap p))))) x y))
    (fun p q hP hQ => ?_) (fun c a b hab => ?_) hp
  · simp only [mehrstellen, lap_add, map_add, sample_add] at hP hQ ⊢
    linear_combination hP + hQ
  · simp only [mehrstellen, lap, map_add, pderiv_x, pderiv_y, sample_add, sample_monomial]
    rw [div_eq_iff h6]
    have ha : a ≤ 7 := by omega
    have hb : b ≤ 7 - a := by omega
    clear hab
    interval_cases a <;> interval_cases b <;> ring
```

Every term of this expansion contains $\Delta p$. If $p$ is harmonic, meaning $\Delta p=0$, all of them vanish and $S_hp=0$ at every point. An electrostatic potential that does not depend on the third coordinate $z$ is harmonic in $x$ and $y$ wherever there is no charge; the theorem applies when it is a polynomial of degree at most 7. A potential that varies with $z$ need not be harmonic in $x$ and $y$ alone. In the code, `hharm` replaces `lap p` by zero in the expansion, and `simp` removes the derivatives of zero.

The bound 7 cannot be raised to 8. The real part of $(x+iy)^8$ is harmonic. At the origin its centre value is zero, each edge value is $h^8$ and each corner value is $16h^8$, so the stencil gives $(64+16)h^8/(6h^2)=\frac{40}{3}h^6$ instead of zero.

```lean
/-- For h ≠ 0 the stencil vanishes at every point on each harmonic polynomial of total
degree at most 7. -/
theorem mehrstellen_harmonic {h : ℝ} (hh : h ≠ 0) {p : MvPolynomial (Fin 2) ℝ}
    (hp : p.totalDegree ≤ 7) (hharm : lap p = 0) (x y : ℝ) :
    mehrstellen h (sample p) x y = 0 := by
  rw [mehrstellen_eq_seven hh hp, hharm]
  simp [lap, sample]
```

## The sixth power of x breaks the two-term formula

The bound 5 in the first theorem cannot be raised to 6 either. Take $p=x^6$ at the origin. The centre value is zero, all four corners have the value $h^6$, and so do the two edge neighbours on the $x$-axis. Hence

$$S_hp(0,0)=\frac{4h^6+4\cdot2h^6}{6h^2}=2h^4 .$$

On the other side, $\Delta p=30x^4$ and $\Delta\Delta p=360x^2$ both vanish at the origin. The two-term formula therefore misses exactly $2h^4$, which is not zero for $h\neq0$.

The same polynomial shows that the compact scheme also fails at degree 6: with $f=30x^4$ the weighted average at the origin is $60h^4/12=5h^4$, not $2h^4$.

The theorem below records the defect of the two-term formula. Its proof writes $x^6$ as $1\cdot x^6y^0$, so that the monomial rules apply, and then clears the denominator as before.

```lean
/-- For the polynomial x⁶ at the origin and h ≠ 0, the stencil exceeds
Δp + (h²/12) ΔΔp by exactly 2h⁴. -/
theorem degree_six_defect {h : ℝ} (hh : h ≠ 0) :
    mehrstellen h (sample (X 0 ^ 6)) 0 0
      = sample (lap (X 0 ^ 6)) 0 0 + h ^ 2 / 12 * sample (lap (lap (X 0 ^ 6))) 0 0
        + 2 * h ^ 4 := by
  have h6 : 6 * h ^ 2 ≠ 0 := by positivity
  have e : (X 0 ^ 6 : MvPolynomial (Fin 2) ℝ) = C 1 * X 0 ^ 6 * X 1 ^ 0 := by simp
  rw [e]
  simp only [mehrstellen, lap, map_add, pderiv_x, pderiv_y, sample_add, sample_monomial]
  rw [div_eq_iff h6]
  ring

end

end MehrstellenStencil
```

```lean
#print axioms MehrstellenStencil.mehrstellen_eq
-- 'MehrstellenStencil.mehrstellen_eq' depends on axioms: [propext, Classical.choice, Quot.sound]
#print axioms MehrstellenStencil.poisson_compact
-- 'MehrstellenStencil.poisson_compact' depends on axioms: [propext, Classical.choice, Quot.sound]
#print axioms MehrstellenStencil.mehrstellen_harmonic
-- 'MehrstellenStencil.mehrstellen_harmonic' depends on axioms: [propext, Classical.choice, Quot.sound]
#print axioms MehrstellenStencil.degree_six_defect
-- 'MehrstellenStencil.degree_six_defect' depends on axioms: [propext, Classical.choice, Quot.sound]
```
